# A continuous, compactly supported charge shape deposits the same total at every position on a unit grid exactly when its Fourier transform vanishes at all nonzero reciprocal grid points

In a particle–mesh calculation, a point charge is replaced by charges on nearby grid nodes, with weights given by an assignment function W. As the particle moves between nodes, the individual weights change. Their sum should not, or the mesh carries a total charge that fluctuates with the particle positions. Which shapes W keep the sum fixed?

Take one dimension, with nodes at the integers, so that lengths are measured in grid spacings. A unit charge at X gives node k the charge W(k − X). Writing x = −X, the total on the grid is

Q(x) = Σₖ W(x + k), k ∈ ℤ.

The condition for Q to be constant involves the Fourier integral

Ŵ(m) = ∫ W(x) exp(−2πimx) dx, m ∈ ℤ.

For continuous, compactly supported W, Q is constant if and only if Ŵ(m) = 0 for every m ≠ 0. This bears on charge spreading in particle-mesh Ewald simulations, here for a one-dimensional infinite grid and for the total charge only, not for the accuracy of energies or forces.

In Lean, Q is `gridCharge W` and Ŵ is `shapeFactor W`. The shape is a function `W : ℝ → ℝ`; it may be negative and need not be even. Some texts use "shape factor" for the assignment function itself; here it means the Fourier integral, with 2π in the exponent and no prefactor.

```lean
import Mathlib

open MeasureTheory
open scoped Real

namespace ChargeConservingShapes

noncomputable section

/-- Total charge deposited on the integer grid by a unit particle of shape `W` located at `-x`, so
that node `k` receives `W (x + k)`. If the sum does not converge, Lean gives it the value 0. -/
def gridCharge (W : ℝ → ℝ) (x : ℝ) : ℝ := ∑' k : ℤ, W (x + k)

/-- Shape factor: the Fourier integral of `W` at the reciprocal grid point `m`. -/
def shapeFactor (W : ℝ → ℝ) (m : ℤ) : ℂ :=
  ∫ x : ℝ, (W x : ℂ) * Complex.exp (-2 * π * Complex.I * m * x)
```

## Compact support: a particle reaches finitely many nodes

Physically, `HasCompactSupport W` says that a particle puts charge only on nodes within a fixed distance. Suppose W vanishes outside [−R, R] and |x| ≤ r. If W(x + k) ≠ 0, then |x + k| ≤ R, hence |k| ≤ R + r. One finite set of nodes therefore serves all displacements in [−r, r], and Q is a finite sum there.

`finite_reach` proves this. It encloses the support in a ball of radius R and takes the integers between −⌈R + r⌉ and ⌈R + r⌉. A node outside that set with a nonzero weight would contradict the two inequalities.

```lean
/-- A compactly supported shape reaches only finitely many grid nodes, and the same
finite set serves all displacements of size at most `r`. -/
theorem finite_reach {W : ℝ → ℝ} (hs : HasCompactSupport W) (r : ℝ) :
    ∃ s : Finset ℤ, ∀ k ∉ s, ∀ x : ℝ, |x| ≤ r → W (x + k) = 0 := by
  obtain ⟨R, hR⟩ := hs.isCompact.isBounded.subset_closedBall (0 : ℝ)
  refine ⟨Finset.Icc (-⌈R + r⌉) ⌈R + r⌉, fun k hk x hx => ?_⟩
  by_contra h
  have h1 := hR (subset_tsupport W h)
  rw [Metric.mem_closedBall, Real.dist_eq, sub_zero] at h1
  rw [abs_le] at hx h1
  have hc := Int.le_ceil (R + r)
  have a : ((-⌈R + r⌉ : ℤ) : ℝ) ≤ (k : ℝ) := by
    rw [Int.cast_neg]
    linarith [hx.2, h1.1]
  have b : (k : ℝ) ≤ (⌈R + r⌉ : ℝ) := by linarith [hx.1, h1.2]
  exact hk (Finset.mem_Icc.mpr ⟨Int.cast_le.mp a, Int.cast_le.mp b⟩)
```

Without any decay the total can be infinite: W(x) = 1 everywhere gives every node a unit charge. That example calls for some decay, not for compact support; a Gaussian also has a finite lattice sum.

## Continuity: the harmonics determine the charge at every point

Continuity, `Continuous W`, means that the weight on a node changes without jumps as the particle moves. On each bounded interval Q is a fixed finite sum of continuous functions, so Q is continuous. Relabelling k gives Q(x + 1) = Q(x). Its Fourier coefficients follow by exchanging a finite sum with an integral and substituting y = x + k:

∫₀¹ Q(x) exp(−2πimx) dx
= Σₖ ∫₀¹ W(x + k) exp(−2πimx) dx
= Σₖ ∫ₖᵏ⁺¹ W(y) exp(−2πimy) exp(2πimk) dy
= Ŵ(m).

The last step uses exp(2πimk) = 1 and joins the cells into the whole line.

`exists_periodic_charge` expresses this on `UnitAddCircle`, the line with points one grid spacing apart identified. It supplies a continuous complex-valued function F on the circle that agrees with Q and has coefficients Ŵ(m). The proof packages W as a continuous map and uses `finite_reach` to show that its translates are summable in norm on every compact set. Mathlib's lemma behind Poisson summation, `Real.fourierCoeff_tsum_comp_add`, then performs the exchange and the unfolding of cells.

```lean
/-- For a continuous compactly supported shape, the deposited charge is a continuous
function on the unit circle whose Fourier coefficients are the shape factors. -/
theorem exists_periodic_charge {W : ℝ → ℝ} (hW : Continuous W) (hs : HasCompactSupport W) :
    ∃ F : C(UnitAddCircle, ℂ), (∀ x : ℝ, F (x : UnitAddCircle) = (gridCharge W x : ℂ)) ∧
      ∀ m : ℤ, fourierCoeff F m = shapeFactor W m := by
  let f : C(ℝ, ℂ) := ⟨fun x => (W x : ℂ), Complex.continuous_ofReal.comp hW⟩
  -- on every compact set only finitely many translates are nonzero
  have hn : ∀ K : TopologicalSpace.Compacts ℝ, Summable fun n : ℤ =>
      ‖(f.comp (ContinuousMap.addRight (n : ℝ))).restrict K‖ := by
    intro K
    obtain ⟨r, hr⟩ := K.isCompact.isBounded.subset_closedBall (0 : ℝ)
    obtain ⟨s, hs'⟩ := finite_reach hs r
    refine (hasSum_sum_of_ne_finset_zero (s := s) fun k hk => ?_).summable
    refine norm_eq_zero.mpr (ContinuousMap.ext fun x => ?_)
    have hx := hr x.2
    rw [Metric.mem_closedBall, Real.dist_eq, sub_zero] at hx
    change ((W (x.1 + k) : ℝ) : ℂ) = 0
    rw [hs' k hk x.1 hx, Complex.ofReal_zero]
  let F : C(UnitAddCircle, ℂ) :=
    ⟨(f.periodic_tsum_comp_add_zsmul 1).lift, continuous_coinduced_dom.mpr (map_continuous _)⟩
  refine ⟨F, fun x => ?_, fun m => ?_⟩
  · have h1 := (ContinuousMap.hasSum_apply
      (ContinuousMap.summable_of_locally_summable_norm hn).hasSum x).tsum_eq
    have h2 : F (x : UnitAddCircle) =
        (∑' n : ℤ, f.comp (ContinuousMap.addRight (n • (1 : ℝ)))) x := rfl
    rw [h2, gridCharge, Complex.ofReal_tsum]
    simp only [zsmul_one]
    exact h1.symm
  · refine (Real.fourierCoeff_tsum_comp_add hn m).trans ?_
    rw [Real.fourier_real_eq_integral_exp_smul, shapeFactor]
    refine integral_congr_ae (Filter.Eventually.of_forall fun x => ?_)
    change Complex.exp _ * (W x : ℂ) = (W x : ℂ) * Complex.exp _
    rw [mul_comm]
    congr 2
    push_cast
    ring
```

`cell_harmonic` restates the coefficient as the integral over one grid cell displayed above. `shapeFactor_zero` records that the zeroth coefficient is the integral of the shape, Ŵ(0) = ∫W, because the exponential is then 1.

```lean
/-- The `m`-th harmonic of the deposited charge over one grid cell is the shape factor
at `m`, for a continuous compactly supported shape. -/
theorem cell_harmonic {W : ℝ → ℝ} (hW : Continuous W) (hs : HasCompactSupport W) (m : ℤ) :
    ∫ x in (0 : ℝ)..1, (gridCharge W x : ℂ) * Complex.exp (-2 * π * Complex.I * m * x)
      = shapeFactor W m := by
  obtain ⟨F, hF, hc⟩ := exists_periodic_charge hW hs
  rw [← hc m, fourierCoeff_eq_intervalIntegral _ m 0]
  simp only [zero_add, div_one, one_smul, hF, fourier_coe_apply, smul_eq_mul]
  refine intervalIntegral.integral_congr fun x _ => ?_
  rw [mul_comm]
  congr 2
  push_cast
  ring

/-- The shape factor at zero is the integral of the shape. -/
theorem shapeFactor_zero (W : ℝ → ℝ) : shapeFactor W 0 = ((∫ x, W x : ℝ) : ℂ) := by
  simp only [shapeFactor, Int.cast_zero, mul_zero, zero_mul, Complex.exp_zero, mul_one]
  exact integral_complex_ofReal
```

If continuity is removed and nothing takes its place, the equivalence fails. Let W be 1 on the closed interval [−1/2, 1/2] and 0 elsewhere. Then Ŵ(m) = sin(πm)/(πm) = 0 for every m ≠ 0, but a particle midway between two nodes deposits 2 instead of 1. The integrals do not see the values at the two end points. Excluding one end point repairs the total, so a discontinuous shape can still conserve charge; the theorems here do not apply to it.

## Summable shape factors: a bound on the charge error

For a shape whose nonzero harmonics are small but not zero, one wants to know how much the deposited charge can vary. The extra hypothesis `Summable (shapeFactor W)` says that Σₘ |Ŵ(m)| is finite, so the high harmonics of the shape fall off fast enough.

The Fourier series of Q then converges uniformly to a continuous function. That function has the same coefficients as Q, and continuous periodic functions with equal coefficients are equal. Thus, at every x,

Q(x) = Σₘ Ŵ(m) exp(2πimx).

Removing the term m = 0, which is ∫W, and using |exp(2πimx)| = 1 gives

|Q(x) − ∫W| ≤ Σ_{m≠0} |Ŵ(m)|.

In `charge_error_le`, the pointwise series comes from `has_pointwise_sum_fourier_series_of_summable`, which needs the continuity of F. The zeroth term is subtracted with `hasSum_ite_eq`, and `tsum_of_norm_bounded` carries out the termwise estimate. The `if m = 0 then 0 else ...` in the statement leaves the zeroth harmonic out of the sum.

```lean
/-- For a continuous compactly supported shape with summable shape factors, the deposited
charge differs from the integral of the shape by at most the sum of the moduli of the
shape factors at nonzero integers. -/
theorem charge_error_le {W : ℝ → ℝ} (hW : Continuous W) (hs : HasCompactSupport W)
    (hsum : Summable (shapeFactor W)) (x : ℝ) :
    |gridCharge W x - ∫ y, W y| ≤ ∑' m : ℤ, if m = 0 then 0 else ‖shapeFactor W m‖ := by
  obtain ⟨F, hF, hc⟩ := exists_periodic_charge hW hs
  have hF' : Summable (fourierCoeff F) := by
    rw [show fourierCoeff F = shapeFactor W from funext hc]
    exact hsum
  -- the Fourier series of the deposited charge converges pointwise
  have h0 : HasSum (fun m : ℤ => shapeFactor W m * Complex.exp (2 * π * Complex.I * m * x))
      (gridCharge W x : ℂ) := by
    have h := has_pointwise_sum_fourier_series_of_summable hF' (x : UnitAddCircle)
    simpa only [hc, hF, fourier_coe_apply, smul_eq_mul, Complex.ofReal_one, div_one] using h
  -- remove the zeroth harmonic and estimate the rest term by term
  have h := h0.sub (hasSum_ite_eq (0 : ℤ) (shapeFactor W 0))
  have hb : Summable fun m : ℤ => if m = 0 then (0 : ℝ) else ‖shapeFactor W m‖ := by
    refine Summable.of_nonneg_of_le (fun m => ?_) (fun m => ?_) (summable_norm_iff.mpr hsum)
    · split_ifs <;> positivity
    · split_ifs
      · positivity
      · exact le_rfl
  have key := tsum_of_norm_bounded hb.hasSum (f := fun m : ℤ =>
      shapeFactor W m * Complex.exp (2 * π * Complex.I * m * x)
        - if m = 0 then shapeFactor W 0 else 0) (fun m => by
    by_cases hm : m = 0
    · subst hm
      simp
    · have he : ‖Complex.exp (2 * π * Complex.I * m * x)‖ = 1 := by
        rw [show 2 * π * Complex.I * m * x = ((2 * π * m * x : ℝ) : ℂ) * Complex.I by
          push_cast; ring, Complex.norm_exp_ofReal_mul_I]
      simp only [if_neg hm, sub_zero, norm_mul, he, mul_one, le_refl])
  rw [h.tsum_eq, shapeFactor_zero, ← Complex.ofReal_sub, Complex.norm_real,
    Real.norm_eq_abs] at key
  exact key
```

Without summability, the right-hand side is infinite and the estimate carries no information. Lean assigns the value 0 to a divergent sum, so the hypothesis also keeps the formal inequality from claiming a zero error in that case.

## Vanishing nonzero harmonics: the total stops depending on position

The condition Ŵ(m) = 0 for all m ≠ 0 says that the shape has no Fourier component at any nonzero reciprocal grid point. These are the components that would make the deposited charge oscillate as the particle crosses a cell.

Under this condition at most one shape factor is nonzero, so summability is automatic. The bound becomes |Q(x) − ∫W| ≤ 0, and therefore Q(x) = ∫W for every x. `gridCharge_eq_integral` follows the same path: `hasSum_single 0 h` supplies the summability, and every term on the right of the bound is rewritten as zero.

```lean
/-- If the shape factor of a continuous compactly supported shape vanishes at every nonzero
integer, the deposited charge equals the integral of the shape at every displacement. -/
theorem gridCharge_eq_integral {W : ℝ → ℝ} (hW : Continuous W) (hs : HasCompactSupport W)
    (h : ∀ m : ℤ, m ≠ 0 → shapeFactor W m = 0) (x : ℝ) : gridCharge W x = ∫ y, W y := by
  have hb := charge_error_le hW hs (hasSum_single 0 h).summable x
  have hz : ∀ m : ℤ, (if m = 0 then (0 : ℝ) else ‖shapeFactor W m‖) = 0 := by
    intro m
    split_ifs with hm
    · rfl
    · rw [h m hm, norm_zero]
  simp only [hz, tsum_zero] at hb
  exact sub_eq_zero.mp (abs_nonpos_iff.mp hb)
```

For the other direction, let Q(x) = c for all x and take m ≠ 0. The cell formula gives

Ŵ(m) = c ∫₀¹ exp(−2πimx) dx = c (exp(−2πim) − 1)/(−2πim) = 0.

`charge_conserving_iff` joins the two directions. Position independence is written as equality of `gridCharge W x` and `gridCharge W y` for all real x and y, with no value prescribed in advance. In the first half, `hne` says that the denominator is nonzero, which is where m ≠ 0 enters, and `he` says that exp(−2πim) = 1. The second half applies the preceding theorem at both points.

```lean
/-- Charge conservation in Fourier space: the charge deposited by a continuous compactly
supported shape is independent of its displacement if and only if its shape factor vanishes
at every nonzero integer. -/
theorem charge_conserving_iff {W : ℝ → ℝ} (hW : Continuous W) (hs : HasCompactSupport W) :
    (∀ x y : ℝ, gridCharge W x = gridCharge W y) ↔
      ∀ m : ℤ, m ≠ 0 → shapeFactor W m = 0 := by
  constructor
  · intro h m hm
    obtain ⟨c, hc⟩ : ∃ c, ∀ x, gridCharge W x = c := ⟨_, fun x => h x 0⟩
    have hne : -2 * π * Complex.I * m ≠ 0 := by
      simp [Real.pi_ne_zero, Complex.I_ne_zero, hm]
    have he : Complex.exp (-2 * π * Complex.I * m) = 1 :=
      Complex.exp_eq_one_iff.mpr ⟨-m, by push_cast; ring⟩
    -- a nontrivial harmonic averages to zero over the cell
    rw [← cell_harmonic hW hs m]
    simp only [hc]
    rw [intervalIntegral.integral_const_mul, integral_exp_mul_complex hne, Complex.ofReal_one,
      mul_one, he, Complex.ofReal_zero, mul_zero, Complex.exp_zero, sub_self, zero_div, mul_zero]
  · intro h x y
    rw [gridCharge_eq_integral hW hs h x, gridCharge_eq_integral hW hs h y]
```

If even one nonzero harmonic survives, the total varies with position. The narrow triangle W(x) = max(0, 1 − 2|x|) shows this: Ŵ(1) = 2/π², and the deposited charge is 1 for a particle on a node but 0 for one midway between nodes. The triangle of twice that width, max(0, 1 − |x|), has Ŵ(m) = (sin(πm)/(πm))² = 0 for m ≠ 0 and always deposits 1.

## Unit integral: the constant is the particle's own charge

A constant total is not yet the correct total. The normalisation ∫W = 1, `h1` in the code, says that spreading a unit charge preserves its amount. For finitely many charges qⱼ at arbitrary positions Xⱼ, the charge on node k is Σⱼ qⱼ W(k − Xⱼ). Summing over the nodes and exchanging the sums gives

Σₖ Σⱼ qⱼ W(k − Xⱼ) = Σⱼ qⱼ Q(−Xⱼ) = Σⱼ qⱼ ∫W = Σⱼ qⱼ.

In `total_charge_on_grid`, the finite type `ι` labels the particles, and `q` and `X` hold their charges and positions. `finite_reach` shows that each particle's node sum converges, `gridCharge_eq_integral` at −Xⱼ gives it the value 1, and `hasSum_sum` adds the particles together.

```lean
/-- Finitely many charges `q j` at positions `X j`, spread with a continuous compactly
supported shape of unit integral whose shape factor vanishes at every nonzero integer,
deposit exactly their total charge on the grid. -/
theorem total_charge_on_grid {ι : Type*} [Fintype ι] {W : ℝ → ℝ} (hW : Continuous W)
    (hs : HasCompactSupport W) (h : ∀ m : ℤ, m ≠ 0 → shapeFactor W m = 0)
    (h1 : ∫ y, W y = 1) (q X : ι → ℝ) :
    ∑' k : ℤ, ∑ j, q j * W (k - X j) = ∑ j, q j := by
  refine (hasSum_sum fun j _ => ?_).tsum_eq
  obtain ⟨s, hs'⟩ := finite_reach hs |X j|
  have hsm : Summable fun k : ℤ => W (-X j + k) :=
    (hasSum_sum_of_ne_finset_zero (s := s) fun k hk =>
      hs' k hk (-X j) (abs_neg (X j)).le).summable
  have hj : HasSum (fun k : ℤ => W (-X j + k)) 1 := by
    rw [← h1, ← gridCharge_eq_integral hW hs h (-X j)]
    exact hsm.hasSum
  simpa only [mul_one, neg_add_eq_sub] using hj.mul_left (q j)

end

end ChargeConservingShapes
```

```lean
#print axioms ChargeConservingShapes.charge_conserving_iff
#print axioms ChargeConservingShapes.total_charge_on_grid
```

```
'ChargeConservingShapes.charge_conserving_iff' depends on axioms: [propext, Classical.choice, Quot.sound]
'ChargeConservingShapes.total_charge_on_grid' depends on axioms: [propext, Classical.choice, Quot.sound]
```

Without the normalisation, the same calculation gives (∫W) Σⱼ qⱼ, so every charge is rescaled by a common factor.

Simulation meshes are usually three-dimensional and periodic, and the passage to them is a separate step. For a product of one-dimensional weights the node sum factorises along the axes, and folding the infinite grid onto a periodic one, with all images of a node added together, leaves the total unchanged.
